# Modes of a Hermitian lead at one real energy have no cross current unless their factors satisfy $x\bar y=1$

**Q.** You model the lead as an infinite chain of identical cells, and you write down the current between neighbouring cells as a formula. Real leads are finite pieces of metal, and a formula that is merely defined could be anything. What exactly is assumed?

**A.** Each cell has finitely many orthonormal orbitals, labelled by `n`. A wavefunction assigns a complex vector $\psi_j$ to every integer $j$. The Hermitian matrix $H_0$ acts within a cell and the matrix $V$, which needn't be Hermitian, couples a cell to the next, so

$$(H\psi)_j = H_0\psi_j + V\psi_{j+1} + V^\dagger\psi_{j-1}.$$

The electrons don't interact, and the coupling reaches only the neighbouring cell; a longer finite range fits after enlarging the cell.

```lean
import Mathlib

open Matrix ComplexConjugate

namespace LeadModes

noncomputable section

variable {n : Type*} [Fintype n]

/-- The Hamiltonian of a periodic lead acting on a wavefunction `ψ`, evaluated in cell `j`:
`H0` acts within a cell and `V` couples a cell to the next one. -/
def leadH (H0 V : Matrix n n ℂ) (ψ : ℤ → n → ℂ) (j : ℤ) : n → ℂ :=
  H0 *ᵥ ψ j + V *ᵥ ψ (j + 1) + Vᴴ *ᵥ ψ (j - 1)
```

With $\hbar=1$ and $\langle a,b\rangle$ conjugate-linear in $a$, written `star a ⬝ᵥ b` in Lean, the current matrix element from cell $j$ to cell $j+1$ is

$$J_j(\varphi,\psi)= i\left(\langle\varphi_j,V\psi_{j+1}\rangle-\langle\varphi_{j+1},V^\dagger\psi_j\rangle\right).$$

For $\varphi=\psi$ it is the particle current carried by $\psi$.

```lean
/-- The matrix element between `φ` and `ψ` of the particle current from cell `j` to cell `j + 1`,
in units with `ħ = 1`; for `φ = ψ` it is the current carried by `ψ`. -/
def bondCurrent (V : Matrix n n ℂ) (φ ψ : ℤ → n → ℂ) (j : ℤ) : ℂ :=
  Complex.I * (star (φ j) ⬝ᵥ V *ᵥ ψ (j + 1) - star (φ (j + 1)) ⬝ᵥ Vᴴ *ᵥ ψ j)
```

**Q.** And a mode?

**A.** It is a wave $\psi_j=x^j u$ with a nonzero complex factor $x$, where $u$ solves

$$\left(E-H_0-xV-x^{-1}V^\dagger\right)u=0$$

at a real energy $E$. If $|x|=1$ the wave is called propagating, although at a band edge it can carry no current; otherwise it is evanescent and grows or decays along the chain. The predicate `IsLeadMode` allows $u=0$, for which every claim below is trivial. It leaves out the limits $x\to0$ and $x\to\infty$, which can occur when $V$ is singular.

```lean
/-- The wave that has amplitude `u` in cell `0` and is multiplied by the nonzero factor `x`
from each cell to the next. -/
def bloch (x : ℂ) (u : n → ℂ) (j : ℤ) : n → ℂ := x ^ j • u

/-- A lead mode at real energy `E`: a nonzero factor `x` and an amplitude `u` with
`(E - H0 - x V - Vᴴ / x) u = 0`. -/
def IsLeadMode (H0 V : Matrix n n ℂ) (E : ℝ) (x : ℂ) (u : n → ℂ) : Prop :=
  x ≠ 0 ∧ (E : ℂ) • u - H0 *ᵥ u - x • (V *ᵥ u) - x⁻¹ • (Vᴴ *ᵥ u) = 0
```

**Q.** I still doubt the current. Why should that expression count particles?

**A.** Because it balances the charge of each cell. Under $\dot\psi=-iH\psi$, and likewise for $\varphi$, the overlap $\langle\varphi_j,\psi_j\rangle$ changes at the rate

$$-i\left(\langle\varphi_j,(H\psi)_j\rangle-\langle(H\varphi)_j,\psi_j\rangle\right).$$

Insert $H$ and move each matrix to the right of the scalar product as its adjoint. The two $H_0$ terms cancel because $H_0$ is Hermitian. What remains is

$$-i\left(\langle\varphi_j,V\psi_{j+1}\rangle-\langle\varphi_{j+1},V^\dagger\psi_j\rangle\right)
-i\left(\langle\varphi_j,V^\dagger\psi_{j-1}\rangle-\langle\varphi_{j-1},V\psi_j\rangle\right),$$

which is $J_{j-1}(\varphi,\psi)-J_j(\varphi,\psi)$: what enters minus what leaves. In Lean, `adjoint_move` is the rule for moving a matrix, and `charge_balance` is the identity. It contains no time derivative; its left side is the rate that the Schrödinger equation supplies.

```lean
/-- A matrix moves from the left to the right of the scalar product as its adjoint. -/
theorem adjoint_move (M : Matrix n n ℂ) (v w : n → ℂ) :
    star (M *ᵥ v) ⬝ᵥ w = star v ⬝ᵥ Mᴴ *ᵥ w := by
  rw [Matrix.star_mulVec, Matrix.dotProduct_mulVec]

/-- Charge balance of a cell: for Hermitian `H0`, `-i (⟨φ_j, (H ψ)_j⟩ - ⟨(H φ)_j, ψ_j⟩)` equals the
current matrix element from cell `j - 1` to cell `j` minus the one from cell `j` to cell `j + 1`. -/
theorem charge_balance {H0 : Matrix n n ℂ} (hH : H0.IsHermitian) (V : Matrix n n ℂ)
    (φ ψ : ℤ → n → ℂ) (j : ℤ) :
    -Complex.I * (star (φ j) ⬝ᵥ leadH H0 V ψ j - star (leadH H0 V φ j) ⬝ᵥ ψ j)
      = bondCurrent V φ ψ (j - 1) - bondCurrent V φ ψ j := by
  simp only [leadH, bondCurrent, star_add, add_dotProduct, dotProduct_add, adjoint_move,
    hH.eq, conjTranspose_conjTranspose, sub_add_cancel]
  ring
```

**Q.** Does a mode really solve the stationary Schrödinger equation of this chain?

**A.** Yes. For $\psi_j=x^ju$ the Hamiltonian gives $x^j(H_0u+xVu+x^{-1}V^\dagger u)$, and the mode equation turns the bracket into $Eu$. An evanescent mode is a solution too, but it grows without bound in one direction, so by itself it isn't a physical state of the infinite chain. It can be part of a state in a finite section or in a half-infinite lead. The proof does the same: it splits $x^{j\pm1}$ into $x^j x^{\pm1}$ and adds a multiple of the mode equation.

```lean
/-- The wave built from a lead mode solves the stationary Schrödinger equation in every cell. -/
theorem mode_solves_lead {H0 V : Matrix n n ℂ} {E : ℝ} {x : ℂ} {u : n → ℂ}
    (h : IsLeadMode H0 V E x u) (j : ℤ) :
    leadH H0 V (bloch x u) j = (E : ℂ) • bloch x u j := by
  simp only [leadH, bloch, Matrix.mulVec_smul, zpow_add_one₀ h.1, zpow_sub_one₀ h.1]
  linear_combination (norm := module) (-(x ^ j)) • h.2
```

**Q.** Now take a second mode, with factor $y$ and amplitude $w$, at the same energy. Where does the condition $x\bar y\neq1$ come from?

**A.** From a factorisation. Write $a=\langle w,Vu\rangle$ and $b=\langle w,V^\dagger u\rangle$. Projecting the first mode equation on $w$ gives

$$E\langle w,u\rangle-\langle w,H_0u\rangle-xa-x^{-1}b=0.$$

Taking the adjoint of the second equation and applying it to $u$ gives

$$E\langle w,u\rangle-\langle w,H_0u\rangle-\bar y\,b-\bar y^{-1}a=0.$$

Here $E$ real and $H_0$ Hermitian are both used. Subtract the first line from the second:

$$xa+x^{-1}b-\bar y\,b-\bar y^{-1}a=0.$$

Multiplying by $x\bar y$ and collecting terms yields

$$(x\bar y-1)(xa-\bar y\,b)=0.$$

If $x\bar y\neq1$, the second factor vanishes, so $x\langle w,Vu\rangle=\bar y\langle w,V^\dagger u\rangle$.

In the proof, `h1` and `h2` are the two projected equations and `key` is the factorised product. The facts `hx` and `hy` clear the inverses, and the last line divides out the nonzero factor.

```lean
/-- For Hermitian `H0`, two lead modes at the same real energy with `x conj(y) ≠ 1` satisfy
`x ⟨w, V u⟩ = conj(y) ⟨w, Vᴴ u⟩`. -/
theorem mode_orthogonality {H0 V : Matrix n n ℂ} (hH : H0.IsHermitian) {E : ℝ} {x y : ℂ}
    {u w : n → ℂ} (hu : IsLeadMode H0 V E x u) (hw : IsLeadMode H0 V E y w)
    (hxy : x * conj y ≠ 1) :
    x * (star w ⬝ᵥ V *ᵥ u) = conj y * (star w ⬝ᵥ Vᴴ *ᵥ u) := by
  -- project the first equation on `w`, and the adjoint of the second on `u`
  have h1 := congrArg (fun v => star w ⬝ᵥ v) hu.2
  have h2 := congrArg (fun v => star v ⬝ᵥ u) hw.2
  simp only [dotProduct_sub, dotProduct_smul, dotProduct_zero, smul_eq_mul] at h1
  simp only [star_sub, star_smul, sub_dotProduct, smul_dotProduct, adjoint_move, hH.eq,
    conjTranspose_conjTranspose, star_zero, zero_dotProduct, smul_eq_mul,
    Complex.star_def, map_inv₀, Complex.conj_ofReal] at h2
  have hx : x * x⁻¹ = 1 := mul_inv_cancel₀ hu.1
  have hy : conj y * (conj y)⁻¹ = 1 :=
    mul_inv_cancel₀ ((map_ne_zero (starRingEnd ℂ)).2 hw.1)
  -- the difference of the two equations factorises
  have key : (x * conj y - 1) *
      (x * (star w ⬝ᵥ V *ᵥ u) - conj y * (star w ⬝ᵥ Vᴴ *ᵥ u)) = 0 := by
    linear_combination (x * conj y) * (h2 - h1) - conj y * (star w ⬝ᵥ Vᴴ *ᵥ u) * hx
      + x * (star w ⬝ᵥ V *ᵥ u) * hy
  exact sub_eq_zero.1 ((mul_eq_zero.1 key).resolve_left (sub_ne_zero.2 hxy))
```

**Q.** That is an identity between matrix elements. Where is the current?

**A.** Insert the two waves into its definition:

$$J_j(y^{\,\cdot}w,x^{\,\cdot}u)=i\,\bar y^{\,j}x^j\,(xa-\bar y\,b)=0.$$

There is also a physical reading. The cross current acquires a factor $x\bar y$ from one bond to the next, while charge balance for two stationary solutions at the same real energy makes it equal on all bonds. Both are possible only if it vanishes or $x\bar y=1$.

```lean
/-- For Hermitian `H0`, the current matrix element between two lead modes at the same real energy
with `x conj(y) ≠ 1` vanishes on every bond. -/
theorem cross_current_zero {H0 V : Matrix n n ℂ} (hH : H0.IsHermitian) {E : ℝ} {x y : ℂ}
    {u w : n → ℂ} (hu : IsLeadMode H0 V E x u) (hw : IsLeadMode H0 V E y w)
    (hxy : x * conj y ≠ 1) (j : ℤ) :
    bondCurrent V (bloch y w) (bloch x u) j = 0 := by
  have h := mode_orthogonality hH hu hw hxy
  simp only [bondCurrent, bloch, star_smul, Matrix.mulVec_smul, smul_dotProduct,
    dotProduct_smul, smul_eq_mul, zpow_add_one₀ hu.1, zpow_add_one₀ hw.1,
    Complex.star_def, map_mul]
  linear_combination Complex.I * conj (y ^ j) * x ^ j * h
```

For a single evanescent mode, set $y=x$ and $w=u$. Then $x\bar y=|x|^2\neq1$, and the mode carries no current. The Lean proof runs this backwards: $x\bar x=1$ would force `‖x‖` to be 1.

```lean
/-- For Hermitian `H0` and real energy, an evanescent lead mode, one with `|x| ≠ 1`,
carries no current. -/
theorem evanescent_no_current {H0 V : Matrix n n ℂ} (hH : H0.IsHermitian) {E : ℝ} {x : ℂ}
    {u : n → ℂ} (hu : IsLeadMode H0 V E x u) (hx : ‖x‖ ≠ 1) (j : ℤ) :
    bondCurrent V (bloch x u) (bloch x u) j = 0 := by
  refine cross_current_zero hH hu hu (fun h => hx ?_) j
  rw [Complex.mul_conj, Complex.normSq_eq_norm_sq] at h
  have h' : ‖x‖ ^ 2 = 1 := by exact_mod_cast h
  exact (pow_eq_one_iff_of_nonneg (norm_nonneg x) two_ne_zero).1 h'
```

**Q.** A scattering state contains many modes. Do their currents simply add?

**A.** They do if no two different modes in the sum satisfy $x_i\bar x_k=1$. For $\psi=\sum_i c_i\psi^{(i)}$, with $\psi^{(i)}_j=x_i^ju_i$, sesquilinearity gives

$$J_j(\psi,\psi)=\sum_i\sum_k\bar c_i c_k\,J_j(\psi^{(i)},\psi^{(k)}).$$

Every term with $k\neq i$ vanishes, which leaves $\sum_i|c_i|^2J_j(\psi^{(i)},\psi^{(i)})$. In the proof, `hexp` expands a matrix element into the double sum, `e` collects the terms into currents, and `cross_current_zero` removes those off the diagonal.

The hypothesis excludes two situations. One is two modes with the same factor on the unit circle, a degeneracy in which the cross current depends on the choice of amplitudes. The other is a growing and a decaying mode with $x_i=1/\bar x_k$.

```lean
/-- For Hermitian `H0`, let lead modes at one real energy satisfy `x i conj(x k) ≠ 1` for all
`i ≠ k`. The current of a superposition is then the sum of the mode currents weighted by
`|c i|²`. -/
theorem superposition_current {ι : Type*} [Fintype ι] {H0 V : Matrix n n ℂ}
    (hH : H0.IsHermitian) {E : ℝ} {x : ι → ℂ} {u : ι → n → ℂ}
    (hu : ∀ i, IsLeadMode H0 V E (x i) (u i))
    (hx : ∀ i k, i ≠ k → x i * conj (x k) ≠ 1) (c : ι → ℂ) (j : ℤ) :
    bondCurrent V (fun l => ∑ i, c i • bloch (x i) (u i) l)
        (fun l => ∑ i, c i • bloch (x i) (u i) l) j
      = ∑ i, (‖c i‖ : ℂ) ^ 2 * bondCurrent V (bloch (x i) (u i)) (bloch (x i) (u i)) j := by
  -- a matrix element between superpositions is a double sum
  have hexp : ∀ (M : Matrix n n ℂ) (p q : ι → n → ℂ),
      star (∑ i, c i • p i) ⬝ᵥ M *ᵥ (∑ k, c k • q k)
        = ∑ i, ∑ k, conj (c i) * c k * (star (p i) ⬝ᵥ M *ᵥ q k) := by
    intro M p q
    have hM : M *ᵥ (∑ k, c k • q k) = ∑ k, M *ᵥ (c k • q k) :=
      map_sum (Matrix.mulVecLin M) (fun k => c k • q k) Finset.univ
    rw [hM, star_sum, sum_dotProduct]
    refine Finset.sum_congr rfl fun i _ => ?_
    rw [dotProduct_sum]
    refine Finset.sum_congr rfl fun k _ => ?_
    simp only [star_smul, smul_dotProduct, Matrix.mulVec_smul, dotProduct_smul, smul_eq_mul,
      Complex.star_def]
    ring
  have e : bondCurrent V (fun l => ∑ i, c i • bloch (x i) (u i) l)
        (fun l => ∑ i, c i • bloch (x i) (u i) l) j
      = ∑ i, ∑ k, conj (c i) * c k *
          bondCurrent V (bloch (x i) (u i)) (bloch (x k) (u k)) j := by
    simp only [bondCurrent]
    rw [hexp, hexp, ← Finset.sum_sub_distrib, Finset.mul_sum]
    refine Finset.sum_congr rfl fun i _ => ?_
    rw [← Finset.sum_sub_distrib, Finset.mul_sum]
    refine Finset.sum_congr rfl fun k _ => ?_
    ring
  rw [e]
  refine Finset.sum_congr rfl fun i _ => ?_
  -- only the diagonal terms survive
  rw [Finset.sum_eq_single i, Complex.conj_mul']
  · intro k _ hk
    rw [cross_current_zero hH (hu k) (hu i) (hx k i hk), mul_zero]
  · intro h
    exact absurd (Finset.mem_univ i) h
```

**Q.** The second case worries me. Electrons tunnel through barriers, where every wave is evanescent. Doesn't your result forbid that?

**A.** No, because tunnelling uses exactly such a pair. Take one orbital per cell, $H_0=0$, $V=1$ and $E=5/2$, which lies above the band $[-2,2]$. The mode equation becomes $5/2=x+1/x$, with solutions $x=2$ and $x=1/2$. Each wave alone carries no current, but their product is 1.

Now superpose them as $\psi_j=2^j+i\,2^{-j}$. Then $\psi_0=1+i$ and $\psi_1=2+i/2$, so $\bar\psi_0\psi_1=\tfrac52-\tfrac32i$ and

$$J_0=i(\bar\psi_0\psi_1-\bar\psi_1\psi_0)=-2\,\mathrm{Im}(\bar\psi_0\psi_1)=3.$$

Neither wave can be normalised over the infinite chain, since each grows in one direction. Relative to the density $|\psi_0|^2=2$ in cell 0, the current is $3/2$. Inside a barrier of finite length both waves are admissible, and their interference carries the tunnelling current.

```lean
/-- In the one-channel lead with `H0 = 0`, `V = 1` at `E = 5/2`, the factors `2` and `1/2` both
give lead modes, and the growing wave plus `i` times the decaying wave carries the current `3`
from cell `0` to cell `1`. -/
theorem tunnelling_current_witness :
    IsLeadMode (0 : Matrix (Fin 1) (Fin 1) ℂ) 1 (5 / 2) 2 1 ∧
    IsLeadMode (0 : Matrix (Fin 1) (Fin 1) ℂ) 1 (5 / 2) (1 / 2) 1 ∧
    bondCurrent (1 : Matrix (Fin 1) (Fin 1) ℂ)
      (fun l => bloch 2 1 l + Complex.I • bloch (1 / 2) 1 l)
      (fun l => bloch 2 1 l + Complex.I • bloch (1 / 2) 1 l) 0 = 3 := by
  refine ⟨⟨by norm_num, ?_⟩, ⟨by norm_num, ?_⟩, ?_⟩
  · ext i
    simp
    norm_num
  · ext i
    simp
    norm_num
  · simp [bondCurrent, bloch, dotProduct]
    linear_combination (-3) * Complex.I_sq

end

end LeadModes
```

```lean
#print axioms LeadModes.charge_balance
#print axioms LeadModes.mode_solves_lead
#print axioms LeadModes.evanescent_no_current
#print axioms LeadModes.superposition_current
```

```
'LeadModes.charge_balance' depends on axioms: [propext, Classical.choice, Quot.sound]
'LeadModes.mode_solves_lead' depends on axioms: [propext, Classical.choice, Quot.sound]
'LeadModes.evanescent_no_current' depends on axioms: [propext, Classical.choice, Quot.sound]
'LeadModes.superposition_current' depends on axioms: [propext, Classical.choice, Quot.sound]
```

**Q.** Where would I meet this in a transport code?

**A.** Where the lead modes are sorted. A mode-matching calculation for non-interacting electrons can solve the mode equation as a quadratic eigenvalue problem in $x$. It can then separate propagating from evanescent solutions by testing $|x|$ against 1 within a tolerance, and assign the propagating ones a direction by the sign of their current. This requires a nonzero current, so it fails at a band edge where the current vanishes. Scaling each mode of nonzero current to unit current magnitude makes $|c_i|^2$ the magnitude of the particle flux in channel $i$.

In a semi-infinite outgoing lead only waves that decay away from the scatterer are kept beside the propagating ones, so the growing–decaying pairs don't occur. Propagating modes that share a factor still need care: for their fluxes to add channel by channel, the code has to use combinations within that degenerate subspace that diagonalise the current matrix. Transmission probabilities can then be summed over channels.

A useful check is to compute the current matrix between all modes found. Entries with $x_i\bar x_k$ well away from 1 should vanish to numerical accuracy. If the code adds a small imaginary part to $E$, the identity no longer holds exactly, and small residues are expected.
